# The gradient of a quadratic energy in the occupation changes is e + Hn

The model gives the energy as a quadratic function of the changes n in finitely many orbital occupations, E(n) = E₀ + e·n + ½ n·Hn, with e the orbital eigenvalues and H a real symmetric hardness matrix. The changes may be any real numbers: neither the bounds on occupations nor a fixed electron number is imposed. `energy_gradient` states that E is differentiable and that its derivative at n in any direction v is (e + Hn)·v. The attempt computes the derivative at t = 0 of E(n + tv) twice, once from the differentiability of E and once from the explicit quadratic polynomial in t, and concludes by uniqueness of derivatives.

An attempt in Lean 4 with a fault in it:

```lean
import Mathlib

open Matrix

namespace EnergyGradient

noncomputable section

/-- A quadratic occupation model: a reference energy, orbital eigenvalues and a symmetric
hardness matrix. -/
structure OccupationModel (ι : Type*) where
  E0 : ℝ
  e : ι → ℝ
  H : Matrix ι ι ℝ
  symm : H.IsSymm

variable {ι : Type*} [Fintype ι]

/-- The energy `E0 + ⟨e, n⟩ + nᵀ H n / 2` at the occupation changes `n`. -/
def OccupationModel.energy (M : OccupationModel ι) (n : ι → ℝ) : ℝ :=
  M.E0 + M.e ⬝ᵥ n + (n ⬝ᵥ M.H *ᵥ n) / 2

/-- Along a line of occupations the energy is a quadratic polynomial, with slope given by
`e + H n` and curvature given by the hardness matrix. -/
theorem energy_add_smul (M : OccupationModel ι) (n v : ι → ℝ) (t : ℝ) :
    M.energy (n + t • v) =
      M.energy n + t * ((M.e + M.H *ᵥ n) ⬝ᵥ v) + t ^ 2 / 2 * (v ⬝ᵥ M.H *ᵥ v) := by
  -- symmetry of the hardness makes the two cross terms equal
  have hs : n ⬝ᵥ M.H *ᵥ v = (M.H *ᵥ n) ⬝ᵥ v := by
    rw [Matrix.dotProduct_mulVec, ← Matrix.mulVec_transpose, M.symm.eq]
  have hc : v ⬝ᵥ M.H *ᵥ n = (M.H *ᵥ n) ⬝ᵥ v := dotProduct_comm _ _
  simp only [OccupationModel.energy, Matrix.mulVec_add, Matrix.mulVec_smul, dotProduct_add,
    add_dotProduct, dotProduct_smul, smul_dotProduct, smul_eq_mul]
  linear_combination (t / 2) * hs + (t / 2) * hc

/-- The energy is differentiable in the occupations, and its gradient at `n` is `e + H n`. -/
theorem energy_gradient (M : OccupationModel ι) :
    Differentiable ℝ M.energy ∧
      ∀ n v, fderiv ℝ M.energy n v = (M.e + M.H *ᵥ n) ⬝ᵥ v := by
  have hd : Differentiable ℝ M.energy := by
    unfold OccupationModel.energy dotProduct Matrix.mulVec dotProduct
    fun_prop
  refine ⟨hd, fun n v => ?_⟩
  -- compare the derivative along a line with that of the quadratic polynomial
  have h1 : HasDerivAt (fun t : ℝ => M.energy (n + t • v)) (fderiv ℝ M.energy n v) 0 :=
    (hd n).hasFDerivAt.hasLineDerivAt v
  have h2 : HasDerivAt (fun t : ℝ => M.energy (n + t • v)) ((M.e + M.H *ᵥ n) ⬝ᵥ v) 0 := by
    rw [funext (energy_add_smul M n v)]
    have h := (((hasDerivAt_id' (0 : ℝ)).mul_const ((M.e + M.H *ᵥ n) ⬝ᵥ v)).const_add
      (M.energy n)).fun_add
      ((((hasDerivAt_id' (0 : ℝ)).fun_pow 2).div_const 2).mul_const (v ⬝ᵥ M.H *ᵥ v))
    convert h using 1
    simp
  exact h1.unique h2

end

end EnergyGradient
```

The compiler's answer:

```
Main.lean:53:4: error: `simp` made no progress
```

What went wrong. The error is at the `simp` after `convert h using 1`, where `simp` found nothing it could rewrite. The message doesn't print the goal, but it can't have been the expected equation between the two derivative values. That equation contains a factor `1` and a power of `0`, which `simp` can simplify, and the repaired proof closes it with the same `simp`.

`convert` compares the two `HasDerivAt` statements argument by argument and can leave a goal for any pair it doesn't identify, including implicit arguments such as the algebraic structures on `ℝ`. So `simp` was run on a side goal of this kind; the message doesn't tell which.

The repair uses `h.congr_deriv`, which changes only the derivative value. The function, the point and the implicit structures are matched by unification, up to definitional equality, and no separate goals arise for them. What remains is the equation between the derivative values, where the quadratic term vanishes at t = 0 and `simp` finishes.

As a diff, the version that Lean accepts:

```diff
@@ -50,5 +50,5 @@
       (M.energy n)).fun_add
       ((((hasDerivAt_id' (0 : ℝ)).fun_pow 2).div_const 2).mul_const (v ⬝ᵥ M.H *ᵥ v))
-    convert h using 1
+    refine h.congr_deriv ?_
     simp
   exact h1.unique h2
```
